# The first three shells of the face-centred cubic lattice hold 12, 6 and 24 sites

## An atom and its neighbours in a crystal

Take one atom in a perfect crystal that has one atom, always of the same element, at each site of a face-centred cubic lattice. The atoms interact in pairs, with an energy V(r) that depends only on their distance r. The interaction of this atom with its surroundings is a sum of V over all other sites. Many sites lie at equal distances, so the sum can be organised by shells: one value of V for each distance, multiplied by the number of sites at that distance. To write down its first terms we need to know which distances occur and how many sites share each one.

The nearest shell also matters when an electron hops between neighbouring sites. There each neighbour contributes a phase factor that depends on the wavevector, and the sum over the nearest shell fixes the shape of the band in the simplest tight-binding model.

## Sites as integer triples with even sum

Let a be the edge of the conventional cubic cell. The lattice consists of the cube corners and the centres of the cube faces. Measured in units of a/2, a corner has three even coordinates, and a face centre has two odd coordinates and one even one. Together these are exactly the integer triples

v = (v₁, v₂, v₃) with v₁ + v₂ + v₃ even.

The squared length of v in these units is

|v|² = v₁² + v₂² + v₃²,

and a site with |v|² = n lies at the distance (a/2)√n from the origin. The shell of squared length n is the set of all lattice sites with |v|² = n.

## What is claimed

The central theorem, `fcc_coordination_shells`, says that the shells of squared length 2, 4 and 6 hold exactly 12, 6 and 24 sites, and that the shell of squared length n is empty for every odd integer n.

In the file, a triple has the type `ℤ × ℤ × ℤ`, with coordinates `v.1`, `v.2.1` and `v.2.2`. The predicate `IsFcc` is the parity condition, `sqLen` is the squared length, and `shell n` is the set of all triples that satisfy `IsFcc v` and `sqLen v = n`. This set is defined on the whole infinite lattice, with no cutoff. The number of its elements is written `ncard`. Since `ncard` gives 0 for an infinite set, the values 12, 6 and 24 also tell us that these shells are finite.

Two further theorems put the counts to work. In `pair_potential_sum`, the set `cluster` contains every site other than the origin with squared length at most 6, and `siteDist a v` is the distance (a/2)|v|. For every real function V and every real a,

∑ V((a/2)|v|) = 12 V((a/2)√2) + 6 V(a) + 24 V((a/2)√6),

where v runs over the cluster. Physically a is positive, though the identity doesn't need this. Nothing is assumed about V, not even continuity.

In `nearest_neighbour_bloch_sum`, the real numbers x, y and z are the wavevector components multiplied by a/2, so x = kₓa/2 and likewise for the other two. The function `phase` assigns to the site v the complex number exp(i(v₁x + v₂y + v₃z)). The theorem states that, with v running over the shell of squared length 2,

∑ exp(i(v₁x + v₂y + v₃z)) = 4(cos x cos y + cos y cos z + cos z cos x).

The setting is an ideal, static lattice: there are no vacancies, no strain and no thermal displacements. The pair sum stops at the third shell, so it gives the full interaction of an atom with the crystal whenever the potential vanishes at all larger site distances. The pair energy per atom of the crystal is then half of this sum, because each pair is shared by two atoms. For a longer-ranged potential it is a truncation, and the theorem gives no estimate of the remainder.

## Parity empties the odd shells

For any integer m, the difference m² − m = m(m − 1) is a product of two consecutive integers and is therefore even. So m² and m have the same parity. Adding this over the three coordinates shows that

v₁² + v₂² + v₃² and v₁ + v₂ + v₃

have the same parity. A lattice site has an even coordinate sum, hence an even squared length, and no site can have an odd one.

## Counting the three even shells

If |v|² is at most 6, no coordinate can have absolute value 3 or more, because its square alone would be at least 9. The available squares are therefore 0, 1 and 4.

For squared length 2, the only decomposition is 1 + 1 + 0. There are 3 places for the zero and 2 · 2 choices of sign for the other coordinates, which gives 12 sites.

For squared length 4, three squares taken from 0 and 1 add up to at most 3, so one square must be 4 and the others 0. There are 3 places for the nonzero coordinate and 2 signs, which gives 6 sites.

For squared length 6, one square must again be 4, and only one can be. The other two add up to 2, so both are 1. There are 3 places for the coordinate ±2 and 2 · 2 · 2 choices of sign, which gives 24 sites.

All these triples have even squared length, so by the parity argument they are all lattice sites.

## The pair energy and the Bloch sum

A site of the cluster has squared length between 1 and 6. Parity removes 1, 3 and 5, which leaves the three shells just counted. Within a shell the distance is constant, so each shell contributes its number of sites times one value of V. The distances are

(a/2)√2 = a/√2, (a/2)√4 = a, (a/2)√6 = a√(3/2),

and adding the three contributions gives the formula for the pair sum.

For the Bloch sum, take first the four neighbours (±1, ±1, 0). Opposite neighbours have complex conjugate phases, so the sines cancel in each pair:

e^{i(x+y)} + e^{−i(x+y)} = 2 cos(x + y),

e^{i(x−y)} + e^{−i(x−y)} = 2 cos(x − y).

By the addition formulas, the two lines add up to

2 cos(x + y) + 2 cos(x − y) = 4 cos x cos y.

The neighbours (0, ±1, ±1) give 4 cos y cos z in the same way, and (±1, 0, ±1) give 4 cos z cos x. At x = y = z = 0 every phase equals 1, and the total is 12, the number of neighbours.

In a non-interacting tight-binding model with one s orbital per site, orthogonal orbitals and a single hopping matrix element t between nearest neighbours (many texts write this matrix element as −t), this sum multiplied by t is the wavevector-dependent part of the band energy. Its value at a few wavevectors is a convenient check on a neighbour list in a simulation code for that model.

## The complete Lean file

```lean
import Mathlib

open Finset

namespace FccNeighbourShells

/-- Sites of the face-centred cubic lattice in units of half the cubic lattice constant:
integer triples with even coordinate sum. -/
def IsFcc (v : ℤ × ℤ × ℤ) : Prop := Even (v.1 + v.2.1 + v.2.2)

instance : DecidablePred IsFcc := fun v =>
  inferInstanceAs (Decidable (Even (v.1 + v.2.1 + v.2.2)))

/-- Squared length of an integer vector. -/
def sqLen (v : ℤ × ℤ × ℤ) : ℤ := v.1 ^ 2 + v.2.1 ^ 2 + v.2.2 ^ 2

/-- The coordination shell of all lattice sites at squared length `n` from the origin. -/
def shell (n : ℤ) : Set (ℤ × ℤ × ℤ) := {v | IsFcc v ∧ sqLen v = n}

/-- The lattice sites of squared length `n` with all coordinates between -2 and 2. -/
noncomputable def boxShell (n : ℤ) : Finset (ℤ × ℤ × ℤ) :=
  (Icc (-2) 2 ×ˢ (Icc (-2) 2 ×ˢ Icc (-2) 2)).filter (fun v => IsFcc v ∧ sqLen v = n)

/-- An integer vector has even squared length exactly when it is a site of the
face-centred cubic lattice. -/
theorem even_sqLen_iff (v : ℤ × ℤ × ℤ) : Even (sqLen v) ↔ IsFcc v := by
  simp [sqLen, IsFcc, Int.even_add, Int.even_pow]

/-- Up to squared length 8, a whole shell lies in the box of coordinates between -2 and 2. -/
theorem shell_eq_boxShell (n : ℤ) (hn : n ≤ 8) : shell n = ↑(boxShell n) := by
  ext ⟨x, y, z⟩
  constructor
  · rintro ⟨h, e⟩
    have e' : x ^ 2 + y ^ 2 + z ^ 2 = n := e
    -- a coordinate of size 3 or more would already give squared length at least 9
    have hx1 : -2 ≤ x := by nlinarith [sq_nonneg y, sq_nonneg z]
    have hx2 : x ≤ 2 := by nlinarith [sq_nonneg y, sq_nonneg z]
    have hy1 : -2 ≤ y := by nlinarith [sq_nonneg x, sq_nonneg z]
    have hy2 : y ≤ 2 := by nlinarith [sq_nonneg x, sq_nonneg z]
    have hz1 : -2 ≤ z := by nlinarith [sq_nonneg x, sq_nonneg y]
    have hz2 : z ≤ 2 := by nlinarith [sq_nonneg x, sq_nonneg y]
    exact Finset.mem_coe.mpr (Finset.mem_filter.mpr
      ⟨Finset.mem_product.mpr ⟨Finset.mem_Icc.mpr ⟨hx1, hx2⟩,
        Finset.mem_product.mpr ⟨Finset.mem_Icc.mpr ⟨hy1, hy2⟩,
          Finset.mem_Icc.mpr ⟨hz1, hz2⟩⟩⟩, h, e⟩)
  · intro h
    exact (Finset.mem_filter.mp (Finset.mem_coe.mp h)).2

/-- The box contains 12, 6 and 24 lattice sites of squared length 2, 4 and 6. -/
theorem card_boxShell :
    (boxShell 2).card = 12 ∧ (boxShell 4).card = 6 ∧ (boxShell 6).card = 24 := by
  decide +kernel

/-- In the face-centred cubic lattice the shells of squared length 2, 4 and 6 hold exactly
12, 6 and 24 sites, and every shell of odd squared length is empty. -/
theorem fcc_coordination_shells :
    (shell 2).ncard = 12 ∧ (shell 4).ncard = 6 ∧ (shell 6).ncard = 24 ∧
      ∀ n : ℤ, Odd n → shell n = ∅ := by
  obtain ⟨h2, h4, h6⟩ := card_boxShell
  refine ⟨?_, ?_, ?_, ?_⟩
  · rw [shell_eq_boxShell 2 (by norm_num), Set.ncard_coe_finset, h2]
  · rw [shell_eq_boxShell 4 (by norm_num), Set.ncard_coe_finset, h4]
  · rw [shell_eq_boxShell 6 (by norm_num), Set.ncard_coe_finset, h6]
  · intro n hn
    apply Set.eq_empty_of_forall_notMem
    rintro v ⟨h, e⟩
    have he := (even_sqLen_iff v).mpr h
    rw [e] at he
    exact (Int.not_even_iff_odd.mpr hn) he

/-- All lattice sites other than the origin with squared length at most 6. -/
def cluster : Set (ℤ × ℤ × ℤ) := {v | IsFcc v ∧ 0 < sqLen v ∧ sqLen v ≤ 6}

/-- The cluster of sites up to squared length 6 is made of the shells 2, 4 and 6. -/
theorem cluster_eq : cluster = shell 2 ∪ shell 4 ∪ shell 6 := by
  ext v
  constructor
  · rintro ⟨h, h0, h6⟩
    -- parity rules out the lengths 1, 3 and 5
    obtain ⟨m, hm⟩ := (even_sqLen_iff v).mpr h
    have h3 : sqLen v = 2 ∨ sqLen v = 4 ∨ sqLen v = 6 := by omega
    rcases h3 with e | e | e
    · exact Or.inl (Or.inl ⟨h, e⟩)
    · exact Or.inl (Or.inr ⟨h, e⟩)
    · exact Or.inr ⟨h, e⟩
  · rintro ((⟨h, e⟩ | ⟨h, e⟩) | ⟨h, e⟩) <;>
    · show IsFcc v ∧ 0 < sqLen v ∧ sqLen v ≤ 6
      refine ⟨h, ?_, ?_⟩ <;> omega

/-- Distance of a site from the origin in a crystal with cubic lattice constant `a`. -/
noncomputable def siteDist (a : ℝ) (v : ℤ × ℤ × ℤ) : ℝ := a / 2 * √(sqLen v : ℝ)

/-- The sum of a pair potential `V` over all sites of the cluster is the sum of its values at
the three shell distances, weighted by 12, 6 and 24. -/
theorem pair_potential_sum (V : ℝ → ℝ) (a : ℝ) :
    ∑ᶠ v ∈ cluster, V (siteDist a v) =
      12 * V (a / 2 * √2) + 6 * V a + 24 * V (a / 2 * √6) := by
  -- the potential is constant on each shell
  have c : ∀ n : ℤ, ∑ v ∈ boxShell n, V (siteDist a v) =
      ((boxShell n).card : ℝ) * V (a / 2 * √(n : ℝ)) := by
    intro n
    calc ∑ v ∈ boxShell n, V (siteDist a v)
        = ∑ v ∈ boxShell n, V (a / 2 * √(n : ℝ)) :=
          Finset.sum_congr rfl (fun v hv => by
            have e : sqLen v = n := (Finset.mem_filter.mp hv).2.2
            rw [siteDist, e])
      _ = _ := by rw [Finset.sum_const, nsmul_eq_mul]
  have d : ∀ m n : ℤ, m ≠ n → Disjoint (boxShell m) (boxShell n) := by
    intro m n hmn
    rw [Finset.disjoint_left]
    intro v h1 h2
    exact hmn ((Finset.mem_filter.mp h1).2.2.symm.trans (Finset.mem_filter.mp h2).2.2)
  have hset : cluster = ↑(boxShell 2 ∪ boxShell 4 ∪ boxShell 6) := by
    rw [cluster_eq, Finset.coe_union, Finset.coe_union, shell_eq_boxShell 2 (by norm_num),
      shell_eq_boxShell 4 (by norm_num), shell_eq_boxShell 6 (by norm_num)]
  have s4 : √(4 : ℝ) = 2 := by
    rw [show (4 : ℝ) = 2 ^ 2 by norm_num]
    exact Real.sqrt_sq (by norm_num)
  have ha : a / 2 * 2 = a := by ring
  obtain ⟨h2, h4, h6⟩ := card_boxShell
  rw [hset, finsum_mem_coe_finset,
    Finset.sum_union (Finset.disjoint_union_left.mpr
      ⟨d 2 6 (by norm_num), d 4 6 (by norm_num)⟩),
    Finset.sum_union (d 2 4 (by norm_num)), c, c, c, h2, h4, h6]
  push_cast
  rw [s4, ha]

/-- Bloch phase of the site `v`, where `x`, `y`, `z` are the wavevector components times half
the cubic lattice constant. -/
noncomputable def phase (x y z : ℝ) (v : ℤ × ℤ × ℤ) : ℂ :=
  Complex.exp (((v.1 : ℂ) * x + (v.2.1 : ℂ) * y + (v.2.2 : ℂ) * z) * Complex.I)

/-- The sum of Bloch phases over the shell of squared length 2 is four times the sum of the
pairwise products of cosines. -/
theorem nearest_neighbour_bloch_sum (x y z : ℝ) :
    ∑ᶠ v ∈ shell 2, phase x y z v =
      4 * (Complex.cos x * Complex.cos y + Complex.cos y * Complex.cos z
        + Complex.cos z * Complex.cos x) := by
  have hl : boxShell 2 = {(1, 1, 0), (1, -1, 0), (-1, 1, 0), (-1, -1, 0),
      (0, 1, 1), (0, 1, -1), (0, -1, 1), (0, -1, -1),
      (1, 0, 1), (-1, 0, 1), (1, 0, -1), (-1, 0, -1)} := by decide +kernel
  rw [shell_eq_boxShell 2 (by norm_num), finsum_mem_coe_finset, hl]
  simp [Finset.sum_insert]
  -- Euler's formula and the addition formulas; all terms with sines cancel in the full sum
  simp only [phase, Int.cast_neg, Int.cast_one, Int.cast_zero, neg_mul, one_mul, zero_mul,
    add_zero, zero_add, Complex.exp_mul_I, Complex.cos_add, Complex.sin_add,
    Complex.cos_neg, Complex.sin_neg]
  ring

end FccNeighbourShells
```

```lean
#print axioms FccNeighbourShells.fcc_coordination_shells
#print axioms FccNeighbourShells.pair_potential_sum
#print axioms FccNeighbourShells.nearest_neighbour_bloch_sum
```

```
'FccNeighbourShells.fcc_coordination_shells' depends on axioms: [propext, Classical.choice, Quot.sound]
'FccNeighbourShells.pair_potential_sum' depends on axioms: [propext, Classical.choice, Quot.sound]
'FccNeighbourShells.nearest_neighbour_bloch_sum' depends on axioms: [propext, Classical.choice, Quot.sound]
```

## From an infinite lattice to a finite box

The lemma `even_sqLen_iff` is the parity argument, stated as an equivalence: a triple has even squared length exactly when it is a lattice site. The simplifier reduces the parity of a sum to the parities of its terms, and the parity of a square to that of its base.

The definition of `shell` ranges over infinitely many triples, so it can't be counted by running through them. `shell_eq_boxShell` removes this obstacle. It shows that for n ≤ 8 the shell equals `boxShell n`, the finite set of lattice sites of squared length n with all coordinates between −2 and 2. The six inequalities for the coordinates are proved by `nlinarith`, which is given the fact that the other two squares are nonnegative. This is the hand argument that a coordinate of size 3 would already contribute 9. The converse inclusion only reads off the conditions by which the box was filtered.

After that, `card_boxShell` is a finite computation. The box has 5³ = 125 triples, and `decide +kernel` lets Lean's kernel evaluate which of them satisfy the conditions. This replaces the hand count by decompositions and signs.

The main theorem combines these results. For each of the three counts it replaces the shell by the equal finite set `boxShell n` and inserts the computed number. For odd n it supposes that the shell has an element, obtains an even squared length from `even_sqLen_iff`, and reaches a contradiction.

## How the two lattice sums are proved

In `cluster_eq`, parity supplies an integer m with squared length m + m. Together with the bounds 0 and 6, this leaves only 2, 4 and 6, a conclusion that `omega` draws by integer arithmetic.

The proof of `pair_potential_sum` follows the grouping by shells. The auxiliary statement `c` says that the sum over one shell is its number of sites times a single value of V. The statement `d` says that shells of different squared length are disjoint, so no site is counted twice when the sum is split. `hset` writes the cluster as the union of the finite sets `boxShell 2`, `boxShell 4` and `boxShell 6`. The last steps insert the counts and simplify (a/2)√4 to a.

For the Bloch sum, `hl` lists the twelve nearest neighbours explicitly, and this list is again confirmed by evaluation. The sum then becomes twelve exponentials. Euler's formula and the addition formulas turn them into products of sines and cosines, and `ring` collects the terms. The sines cancel as in the calculation by hand, although Lean expands all the terms at once and doesn't pair opposite neighbours first.

## The same lattice from primitive vectors

The lattice can also be modelled as all integer combinations of three primitive vectors. In units of a/2 these are (0, 1, 1), (1, 0, 1) and (1, 1, 0), and the site with integer coefficients m₁, m₂, m₃ is

(m₂ + m₃, m₁ + m₃, m₁ + m₂).

Its squared length is

2(m₁² + m₂² + m₃² + m₁m₂ + m₂m₃ + m₃m₁).

With this description every integer triple of coefficients is a site, so the parity condition disappears from the definition, and the factor 2 makes the absence of odd shells visible at once. The shell counts stay the same, because each site has exactly one set of coefficients. The price is paid in the box argument: the cross terms can be negative, so a bound on the squared length no longer bounds each coefficient by simply discarding the other terms. The Cartesian description used in the file keeps that step short and needs a small parity lemma in return.
